# The raw overlap weight lies between the extreme overlap eigenvalues times the captured weight

To find how much of a computed one-electron state ψ lies in a chosen set of atomic or fragment orbitals x_m, one often adds up the squared overlaps |⟨x_m,ψ⟩|². If the orbitals overlap one another, this raw weight R need not equal the weight W = ⟨ψ,Pψ⟩ captured by their span, where P is the orthogonal projector onto it. The eigenvalues of the overlap matrix S_ij = ⟨x_i,x_j⟩ limit the discrepancy. For a finite, nonempty set of orbitals, with λ_min and λ_max the extreme eigenvalues of S,

λ_min W ≤ R ≤ λ_max W.

In population analysis with a finite orbital set, this bounds the error of reading R as W. Reading W as the population of an atom or fragment is a further, chemical step that the hypotheses leave open.

## Derivation in the eigenvectors of S

Let S u_k = λ_k u_k with orthonormal u_k, and define

y_k = Σ_j u_k(j) x_j.

The eigenvalue equation gives ⟨x_i,y_l⟩ = Σ_j S_ij u_l(j) = λ_l u_l(i), hence

⟨y_k,y_l⟩ = λ_l Σ_i u_k(i)* u_l(i) = λ_k δ_kl.

In particular λ_k = ‖y_k‖² ≥ 0.

Collect the overlaps in a vector b with b_m = ⟨x_m,ψ⟩. Then ⟨y_k,ψ⟩ = Σ_j u_k(j)* b_j = ⟨u_k,b⟩, and Parseval's identity gives

R = Σ_m |b_m|² = Σ_k |⟨y_k,ψ⟩|².

Since Pψ lies in the span, Pψ = Σ_j c_j x_j for some c. Expanding c = Σ_k d_k u_k turns this into Pψ = Σ_k d_k y_k. The remainder ψ − Pψ is orthogonal to every y_k, so ⟨y_k,ψ⟩ = ⟨y_k,Pψ⟩ = λ_k d_k. Therefore

R = Σ_k λ_k² |d_k|²,

W = Σ_k d_k ⟨ψ,y_k⟩ = Σ_k λ_k |d_k|².

Multiplying λ_min ≤ λ_k ≤ λ_max by λ_k|d_k|² ≥ 0 and summing over k proves the bounds.

If the x_m are linearly independent, y_k = 0 would force u_k = 0, so every λ_k is positive. Division then gives

R/λ_max ≤ W ≤ R/λ_min.

For ψ = y_k one finds W = λ_k and R = λ_k²; after normalisation these become 1 and λ_k. Choosing k with λ_k extreme attains either bound.

## Orbitals, overlap matrix and the two weights in Lean

The orbitals are a family `x : ι → E`, with `ι` finite and `E` any complex inner product space. Neither the orbitals nor ψ need be normalised.

```lean
import Mathlib

open scoped InnerProductSpace ComplexConjugate
open Matrix

namespace RawOverlapWeights

noncomputable section

variable {ι E : Type*} [Fintype ι] [DecidableEq ι]
  [NormedAddCommGroup E] [InnerProductSpace ℂ E]
```

The inner product is conjugate-linear in its first argument.

```lean
/-- The overlap (Gram) matrix of the orbitals `x m`. -/
def overlap (x : ι → E) : Matrix ι ι ℂ := Matrix.of fun i j => ⟪x i, x j⟫_ℂ
```

Conjugate symmetry makes the matrix Hermitian, so the spectral theorem supplies real eigenvalues and orthonormal eigenvectors.

```lean
omit [Fintype ι] [DecidableEq ι] in
/-- The overlap matrix is Hermitian. -/
theorem overlap_isHermitian (x : ι → E) : (overlap x).IsHermitian :=
  Matrix.IsHermitian.ext fun i j => inner_conj_symm (x i) (x j)

/-- The eigenvalues of the overlap matrix. -/
def overlapEig (x : ι → E) (k : ι) : ℝ := (overlap_isHermitian x).eigenvalues k
```

The label `k` runs over the same type as the orbitals but numbers eigenvectors.

```lean
/-- An orthonormal basis of coefficient vectors that are eigenvectors of the overlap matrix. -/
def eigenmodes (x : ι → E) : OrthonormalBasis ι ℂ (EuclideanSpace ℂ ι) :=
  (overlap_isHermitian x).eigenvectorBasis
```

The map from coefficients to states is linear, and its value on an eigenvector is y_k.

```lean
/-- The linear combination of the orbitals `x j` with coefficients `c j`. -/
def superpose (x : ι → E) : EuclideanSpace ℂ ι →ₗ[ℂ] E where
  toFun c := ∑ j, c.ofLp j • x j
  map_add' a b := by simp [add_smul, Finset.sum_add_distrib]
  map_smul' a b := by simp [mul_smul, Finset.smul_sum]
```

Here "canonical" refers to canonical orthogonalisation, without its usual factor 1/√λ_k, and not to Hartree–Fock canonical orbitals.

```lean
/-- The unnormalised canonical orbital built from the `k`-th eigenvector of the overlap matrix. -/
def canonical (x : ι → E) (k : ι) : E := superpose x (eigenmodes x k)
```

The span is finite-dimensional, so its orthogonal projector exists even when `E` is not complete.

```lean
instance spanHasProjection (x : ι → E) :
    (Submodule.span ℂ (Set.range x)).HasOrthogonalProjection := by
  have : FiniteDimensional ℂ (Submodule.span ℂ (Set.range x)) :=
    FiniteDimensional.span_of_finite ℂ (Set.finite_range x)
  infer_instance
```

These are R and W. Taking the real part in W loses nothing, because ⟨ψ,Pψ⟩ is real.

```lean
/-- The raw weight: the sum of the squared overlaps of `ψ` with the orbitals. -/
def rawWeight (x : ι → E) (ψ : E) : ℝ := ∑ m, ‖⟪x m, ψ⟫_ℂ‖ ^ 2

/-- The captured weight `⟨ψ, P ψ⟩`, with `P` the orthogonal projector onto the span of the
orbitals. -/
def capturedWeight (x : ι → E) (ψ : E) : ℝ :=
  (⟪ψ, (Submodule.span ℂ (Set.range x)).starProjection ψ⟫_ℂ).re
```

The extreme eigenvalues are a minimum and a maximum over `ι`, which must therefore be nonempty.

```lean
/-- The smallest eigenvalue of the overlap matrix. -/
def minEig [Nonempty ι] (x : ι → E) : ℝ :=
  Finset.univ.inf' Finset.univ_nonempty (overlapEig x)

/-- The largest eigenvalue of the overlap matrix. -/
def maxEig [Nonempty ι] (x : ι → E) : ℝ :=
  Finset.univ.sup' Finset.univ_nonempty (overlapEig x)
```

## Orthogonality and the raw weight

Two lemmas expand an inner product with a superposition and place each y_k in the span.

```lean
omit [DecidableEq ι] in
lemma inner_superpose (x : ι → E) (c : EuclideanSpace ℂ ι) (φ : E) :
    ⟪superpose x c, φ⟫_ℂ = ∑ j, conj (c.ofLp j) * ⟪x j, φ⟫_ℂ := by
  change ⟪∑ j, c.ofLp j • x j, φ⟫_ℂ = _
  simp only [sum_inner, inner_smul_left]

lemma canonical_mem (x : ι → E) (k : ι) :
    canonical x k ∈ Submodule.span ℂ (Set.range x) :=
  Submodule.sum_mem _ fun j _ =>
    Submodule.smul_mem _ _ (Submodule.subset_span (Set.mem_range_self j))
```

In the next proof `hx` is the eigenvalue equation ⟨x_i,y_l⟩ = λ_l u_l(i), and `ho` is the orthonormality of the eigenvectors.

```lean
/-- Canonical orbitals are mutually orthogonal, and the squared norm of each is its overlap
eigenvalue. -/
theorem canonical_inner (x : ι → E) (k l : ι) :
    ⟪canonical x k, canonical x l⟫_ℂ = if k = l then (overlapEig x k : ℂ) else 0 := by
  -- the eigenvalue equation of the overlap matrix, read as an inner product
  have hx : ∀ i, ⟪x i, canonical x l⟫_ℂ = overlapEig x l * (eigenmodes x l).ofLp i := by
    intro i
    have h := congrFun ((overlap_isHermitian x).mulVec_eigenvectorBasis l) i
    rw [Pi.smul_apply, Complex.real_smul] at h
    refine Eq.trans ?_ h
    change ⟪x i, ∑ j, (eigenmodes x l).ofLp j • x j⟫_ℂ = _
    simp only [inner_sum, inner_smul_right, Matrix.mulVec, dotProduct]
    exact Finset.sum_congr rfl fun j _ => mul_comm _ _
  have ho := orthonormal_iff_ite.mp (eigenmodes x).orthonormal k l
  rw [PiLp.inner_apply] at ho
  simp only [RCLike.inner_apply] at ho
  calc ⟪canonical x k, canonical x l⟫_ℂ
      = ∑ i, conj ((eigenmodes x k).ofLp i) * ⟪x i, canonical x l⟫_ℂ :=
        inner_superpose x _ _
    _ = overlapEig x l *
          ∑ i, (eigenmodes x l).ofLp i * conj ((eigenmodes x k).ofLp i) := by
        rw [Finset.mul_sum]
        refine Finset.sum_congr rfl fun i _ => ?_
        rw [hx]
        ring
    _ = _ := by
        rw [ho]
        split_ifs with h
        · rw [h, mul_one]
        · rw [mul_zero]
```

Setting k = l gives the squared norm.

```lean
lemma norm_sq_canonical (x : ι → E) (k : ι) : ‖canonical x k‖ ^ 2 = overlapEig x k := by
  have h := congrArg Complex.re (canonical_inner x k k)
  rw [if_pos rfl, Complex.ofReal_re] at h
  rw [← h]
  exact (inner_self_eq_norm_sq (𝕜 := ℂ) _).symm
```

Parseval's identity is applied to the vector b.

```lean
/-- The raw weight is unchanged when the orbitals are replaced by the unnormalised canonical
orbitals. -/
theorem rawWeight_eq_canonical (x : ι → E) (ψ : E) :
    rawWeight x ψ = ∑ k, ‖⟪canonical x k, ψ⟫_ℂ‖ ^ 2 := by
  -- Parseval for the vector of overlaps
  have h := (eigenmodes x).sum_sq_norm_inner_right (WithLp.toLp 2 fun m => ⟪x m, ψ⟫_ℂ)
  rw [EuclideanSpace.norm_sq_eq] at h
  refine h.symm.trans (Finset.sum_congr rfl fun k _ => ?_)
  congr 2
  rw [canonical, inner_superpose, PiLp.inner_apply]
  simp only [RCLike.inner_apply]
  exact Finset.sum_congr rfl fun j _ => mul_comm _ _
```

## Common amplitudes and the bounds

The proof first obtains `hP`, the expansion of Pψ, then `hin`, the relation ⟨y_k,ψ⟩ = λ_k d_k. Substitution yields both sums.

```lean
/-- Some amplitudes `d k` give both weights at once: the captured weight sums `|d k|²` times the
overlap eigenvalue, the raw weight sums `|d k|²` times its square. -/
theorem exists_amplitudes (x : ι → E) (ψ : E) : ∃ d : ι → ℂ,
    rawWeight x ψ = ∑ k, overlapEig x k ^ 2 * ‖d k‖ ^ 2 ∧
    capturedWeight x ψ = ∑ k, overlapEig x k * ‖d k‖ ^ 2 := by
  -- expand the projected state in canonical orbitals
  obtain ⟨d, hP⟩ : ∃ d : ι → ℂ, (Submodule.span ℂ (Set.range x)).starProjection ψ
      = ∑ k, d k • canonical x k := by
    obtain ⟨c, hc⟩ := (Submodule.mem_span_range_iff_exists_fun ℂ).mp
      (Submodule.starProjection_apply_mem (Submodule.span ℂ (Set.range x)) ψ)
    have h := congrArg (superpose x) ((eigenmodes x).sum_repr' (WithLp.toLp 2 c))
    rw [map_sum] at h
    simp only [map_smul] at h
    exact ⟨_, hc.symm.trans h.symm⟩
  have hin : ∀ k, ⟪canonical x k, ψ⟫_ℂ = overlapEig x k * d k := by
    intro k
    have h1 := inner_eq_zero_symm.mp (Submodule.starProjection_inner_eq_zero
      (K := Submodule.span ℂ (Set.range x)) ψ _ (canonical_mem x k))
    rw [inner_sub_right, sub_eq_zero] at h1
    rw [h1, hP, inner_sum]
    simp only [inner_smul_right, canonical_inner, mul_ite, mul_zero, Finset.sum_ite_eq,
      Finset.mem_univ, if_true]
    exact mul_comm _ _
  refine ⟨d, ?_, ?_⟩
  · rw [rawWeight_eq_canonical]
    refine Finset.sum_congr rfl fun k _ => ?_
    rw [hin, norm_mul, mul_pow, Complex.norm_real, Real.norm_eq_abs, sq_abs]
  · rw [capturedWeight, hP, inner_sum, Complex.re_sum]
    refine Finset.sum_congr rfl fun k _ => ?_
    rw [inner_smul_right, ← inner_conj_symm ψ (canonical x k), hin k, map_mul,
      Complex.conj_ofReal, Complex.sq_norm, Complex.normSq_apply]
    simp only [Complex.mul_re, Complex.mul_im, Complex.ofReal_re, Complex.ofReal_im,
      Complex.conj_re, Complex.conj_im]
    ring
```

The bounds follow term by term, with `h0` supplying λ_k|d_k|² ≥ 0. Linear independence is not assumed; for dependent orbitals λ_min = 0, and the lower bound says only that R ≥ 0.

```lean
/-- The raw weight lies between the smallest and the largest overlap eigenvalue times the
captured weight. -/
theorem rawWeight_bounds [Nonempty ι] (x : ι → E) (ψ : E) :
    minEig x * capturedWeight x ψ ≤ rawWeight x ψ ∧
    rawWeight x ψ ≤ maxEig x * capturedWeight x ψ := by
  obtain ⟨d, hr, hc⟩ := exists_amplitudes x ψ
  have h0 : ∀ k, 0 ≤ overlapEig x k * ‖d k‖ ^ 2 := fun k => by
    rw [← norm_sq_canonical]
    positivity
  rw [hr, hc, Finset.mul_sum, Finset.mul_sum]
  constructor <;> refine Finset.sum_le_sum fun k _ => ?_
  · have hl : minEig x ≤ overlapEig x k := Finset.inf'_le _ (Finset.mem_univ k)
    linarith [mul_le_mul_of_nonneg_right hl (h0 k)]
  · have hl : overlapEig x k ≤ maxEig x := Finset.le_sup' _ (Finset.mem_univ k)
    linarith [mul_le_mul_of_nonneg_right hl (h0 k)]
```

## Linearly independent orbitals

Independence enters through the positivity of the eigenvalues.

```lean
/-- For linearly independent orbitals every overlap eigenvalue is positive. -/
theorem overlapEig_pos {x : ι → E} (hx : LinearIndependent ℂ x) (k : ι) :
    0 < overlapEig x k := by
  have hne : canonical x k ≠ 0 := by
    intro h
    have hz := Fintype.linearIndependent_iff.mp hx (eigenmodes x k).ofLp h
    apply (eigenmodes x).orthonormal.ne_zero k
    ext i
    exact hz i
  rw [← norm_sq_canonical]
  exact pow_pos (norm_pos_iff.mpr hne) 2
```

The extreme eigenvalues are attained at some indices, hence positive, and the bounds can be divided by them.

```lean
/-- For linearly independent orbitals the captured weight lies between the raw weight divided by
the largest and by the smallest overlap eigenvalue. -/
theorem capturedWeight_bracket [Nonempty ι] {x : ι → E} (hx : LinearIndependent ℂ x) (ψ : E) :
    rawWeight x ψ / maxEig x ≤ capturedWeight x ψ ∧
    capturedWeight x ψ ≤ rawWeight x ψ / minEig x := by
  obtain ⟨i, _, hi⟩ := Finset.exists_mem_eq_inf' Finset.univ_nonempty (overlapEig x)
  obtain ⟨j, _, hj⟩ := Finset.exists_mem_eq_sup' Finset.univ_nonempty (overlapEig x)
  have hmin : 0 < minEig x := by rw [minEig, hi]; exact overlapEig_pos hx i
  have hmax : 0 < maxEig x := by rw [maxEig, hj]; exact overlapEig_pos hx j
  obtain ⟨h1, h2⟩ := rawWeight_bounds x ψ
  rw [div_le_iff₀ hmax, le_div_iff₀ hmin]
  constructor <;> linarith
```

For sharpness, `hc` and `hr` compute W = λ_k and R = λ_k² at ψ = y_k. The condition 0 < W excludes the trivial equality at states orthogonal to the span.

```lean
/-- For linearly independent orbitals both bounds on the raw weight are attained by states with
nonzero captured weight. -/
theorem rawWeight_bounds_sharp [Nonempty ι] {x : ι → E} (hx : LinearIndependent ℂ x) :
    (∃ ψ, 0 < capturedWeight x ψ ∧ rawWeight x ψ = minEig x * capturedWeight x ψ) ∧
    (∃ ψ, 0 < capturedWeight x ψ ∧ rawWeight x ψ = maxEig x * capturedWeight x ψ) := by
  -- a canonical orbital has captured weight `λ` and raw weight `λ²`
  have hc : ∀ k, capturedWeight x (canonical x k) = overlapEig x k := fun k => by
    rw [capturedWeight, Submodule.starProjection_eq_self_iff.mpr (canonical_mem x k),
      canonical_inner, if_pos rfl, Complex.ofReal_re]
  have hr : ∀ k, rawWeight x (canonical x k) = overlapEig x k * overlapEig x k := fun k => by
    rw [rawWeight_eq_canonical, Finset.sum_eq_single k]
    · rw [canonical_inner, if_pos rfl, Complex.norm_real, Real.norm_eq_abs, sq_abs, sq]
    · intro l _ hl
      rw [canonical_inner, if_neg hl, norm_zero, zero_pow two_ne_zero]
    · intro h
      exact absurd (Finset.mem_univ k) h
  obtain ⟨i, _, hi⟩ := Finset.exists_mem_eq_inf' Finset.univ_nonempty (overlapEig x)
  obtain ⟨j, _, hj⟩ := Finset.exists_mem_eq_sup' Finset.univ_nonempty (overlapEig x)
  refine ⟨⟨canonical x i, ?_, ?_⟩, ⟨canonical x j, ?_, ?_⟩⟩
  · rw [hc]; exact overlapEig_pos hx i
  · rw [hr, hc, minEig, hi]
  · rw [hc]; exact overlapEig_pos hx j
  · rw [hr, hc, maxEig, hj]

end

end RawOverlapWeights
```

```lean
#print axioms RawOverlapWeights.rawWeight_bounds
#print axioms RawOverlapWeights.capturedWeight_bracket
#print axioms RawOverlapWeights.rawWeight_bounds_sharp
```

```
'RawOverlapWeights.rawWeight_bounds' depends on axioms: [propext, Classical.choice, Quot.sound]
'RawOverlapWeights.capturedWeight_bracket' depends on axioms: [propext, Classical.choice, Quot.sound]
'RawOverlapWeights.rawWeight_bounds_sharp' depends on axioms: [propext, Classical.choice, Quot.sound]
```
